# For two Heisenberg spins of any size, no state has a lower ferromagnetic bond energy than the aligned state

Two magnetic ions are coupled by isotropic exchange, with energy \(-J\,\mathbf S_i\cdot\mathbf S_j\) and \(J>0\). Classical vectors of lengths \(s\) and \(t\) minimise this energy when they are parallel. Quantum spins have squared lengths \(s(s+1)\) and \(t(t+1)\), so a bound from lengths alone would leave room below the energy of the aligned state. Can a quantum state use that room?

Schwinger bosons allow one calculation for all spin sizes. Each site \(i\) carries two kinds of boson, with annihilators \(a_i\) and \(b_i\).

```lean
import Mathlib

open MvPolynomial

namespace SchwingerFerromagneticBond

noncomputable section
```

A mode \(p\) is a pair (site, Boolean): `(i, true)` is \(a_i\) and `(i, false)` is \(b_i\). The families `c` and `cd` hold the annihilators \(c_p\) and creators \(c_p^\dagger\). They are elements of a ring, subject to

\[
[c_p,c_q]=0,\qquad [c_p^\dagger,c_q^\dagger]=0,\qquad [c_p,c_q^\dagger]=\delta_{pq}.
\]

These relations postulate independent bosonic modes. They do not yet say that `cd` is the adjoint of `c`; that enters in part (g).

```lean
/-- Canonical commutation relations for boson annihilators `c` and creators `cd`. -/
structure CanonicalBosons {σ R : Type*} [DecidableEq σ] [Ring R] (c cd : σ → R) : Prop where
  ann : ∀ p q, c p * c q = c q * c p
  cre : ∀ p q, cd p * cd q = cd q * cd p
  ccr : ∀ p q, c p * cd q - cd q * c p = if p = q then 1 else 0
```

With complex scalars available, the spin operators of a site are \(S^+=a^\dagger b\), \(S^-=b^\dagger a\) and \(S^z=(a^\dagger a-b^\dagger b)/2\), and its boson number is \(n=a^\dagger a+b^\dagger b\).

```lean
section Algebra

variable {ι R : Type*} [DecidableEq ι] [Ring R] [Algebra ℂ R]

/-- Spin raising operator `a† b`; the label `true` is the boson `a`, `false` the boson `b`. -/
def spinPlus (c cd : ι × Bool → R) (i : ι) : R := cd (i, true) * c (i, false)

/-- Spin lowering operator `b† a`. -/
def spinMinus (c cd : ι × Bool → R) (i : ι) : R := cd (i, false) * c (i, true)

/-- The spin component `Sz = (a† a - b† b) / 2`. -/
def spinZ (c cd : ι × Bool → R) (i : ι) : R :=
  (1 / 2 : ℂ) • (cd (i, true) * c (i, true) - cd (i, false) * c (i, false))

/-- The number of bosons on a site, `n = a† a + b† b`. -/
def number (c cd : ι × Bool → R) (i : ι) : R :=
  cd (i, true) * c (i, true) + cd (i, false) * c (i, false)
```

The scalar product is \(\mathbf S_i\cdot\mathbf S_j=S^z_iS^z_j+\tfrac12(S^+_iS^-_j+S^-_iS^+_j)\). The pair annihilator is \(A=a_ib_j-b_ia_j\), and `pairCreate` is the reversed product of creators, written \(A^\dagger\). The bond operator is \(K_{ij}=n_in_j/4-\mathbf S_i\cdot\mathbf S_j\).

```lean
/-- The scalar product `S_i · S_j` of two spins. -/
def spinDot (c cd : ι × Bool → R) (i j : ι) : R :=
  spinZ c cd i * spinZ c cd j + (1 / 2 : ℂ) •
    (spinPlus c cd i * spinMinus c cd j + spinMinus c cd i * spinPlus c cd j)

/-- The pair annihilator `A = a_i b_j - b_i a_j`. -/
def pairOp (c : ι × Bool → R) (i j : ι) : R :=
  c (i, true) * c (j, false) - c (i, false) * c (j, true)

/-- The pair creator `A† = b_j† a_i† - a_j† b_i†`. -/
def pairCreate (cd : ι × Bool → R) (i j : ι) : R :=
  cd (j, false) * cd (i, true) - cd (j, true) * cd (i, false)

/-- The ferromagnetic bond operator `n_i n_j / 4 - S_i · S_j`. -/
def ferroBond (c cd : ι × Bool → R) (i j : ι) : R :=
  (1 / 4 : ℂ) • (number c cd i * number c cd j) - spinDot c cd i j
```

## (a) Converting a boson and converting it back

For two different modes \(p\ne q\), with \(n_p=c_p^\dagger c_p\), show that

\[
(c_p^\dagger c_q)(c_q^\dagger c_p)=n_pn_q+n_p .
\]

**Solution.** Since \(p\neq q\), \(c_p\) commutes with \(c_q^\dagger\) and \(c_q\). Move it left:

\[
c_p^\dagger c_qc_q^\dagger c_p=c_p^\dagger c_p\,c_qc_q^\dagger=n_p(n_q+1).
\]

In the code, `h1` is the commutation of different modes, `h2` is \(c_qc_q^\dagger=n_q+1\), and the `calc` block makes the same moves.

```lean
omit [Algebra ℂ R] in
/-- Turning a boson of one kind into another and back: `(x† y)(y† x) = n_x n_y + n_x` for two
different modes. -/
theorem hop_back {c cd : ι × Bool → R} (h : CanonicalBosons c cd) {p q : ι × Bool}
    (hpq : p ≠ q) :
    cd p * c q * (cd q * c p) = cd p * c p * (cd q * c q) + cd p * c p := by
  have h1 : c p * cd q = cd q * c p := by
    have := h.ccr p q
    rwa [if_neg hpq, sub_eq_zero] at this
  have h2 : c q * cd q = cd q * c q + 1 := by
    have := h.ccr q q
    rw [if_pos rfl, sub_eq_iff_eq_add] at this
    rw [this, add_comm]
  calc cd p * c q * (cd q * c p) = cd p * (c q * c p) * cd q := by
        rw [← h1]; simp only [mul_assoc]
    _ = cd p * c p * (c q * cd q) := by rw [h.ann q p]; simp only [mul_assoc]
    _ = _ := by rw [h2, mul_add, mul_one]
```

## (b) The spin commutator

Show that on each site

\[
[S^+,S^-]=2S^z .
\]

**Solution.** Write \(n_a=a^\dagger a\) and \(n_b=b^\dagger b\). Part (a), used twice, gives \(S^+S^-=n_an_b+n_a\) and \(S^-S^+=n_bn_a+n_b\). The two numbers commute, so the difference is \(n_a-n_b=2S^z\). The step `hn` proves that commutation, and `module` collects the scalar multiples.

```lean
/-- The Schwinger operators on a site obey `[S+, S-] = 2 Sz`. -/
theorem spin_commutator {c cd : ι × Bool → R} (h : CanonicalBosons c cd) (i : ι) :
    spinPlus c cd i * spinMinus c cd i - spinMinus c cd i * spinPlus c cd i
      = (2 : ℂ) • spinZ c cd i := by
  have hne : ((i, true) : ι × Bool) ≠ (i, false) := by simp
  have hx : ∀ p q : ι × Bool, p ≠ q → Commute (c p) (cd q) := by
    intro p q hpq
    have := h.ccr p q
    rwa [if_neg hpq, sub_eq_zero] at this
  -- the two occupation numbers of a site commute
  have hn : cd (i, true) * c (i, true) * (cd (i, false) * c (i, false))
      = cd (i, false) * c (i, false) * (cd (i, true) * c (i, true)) :=
    Commute.mul_left
      (Commute.mul_right (h.cre _ _) (hx _ _ hne.symm).symm)
      (Commute.mul_right (hx _ _ hne) (h.ann _ _))
  unfold spinPlus spinMinus spinZ
  rw [hop_back h hne, hop_back h hne.symm, hn]
  module
```

## (c) The spin carried by \(n\) bosons

Show that

\[
\mathbf S_i\cdot\mathbf S_i=\frac{n_i^2}{4}+\frac{n_i}{2}.
\]

**Solution.** Part (a) turns the left side into

\[
\tfrac14(n_a-n_b)^2+\tfrac12(n_an_b+n_bn_a)+\tfrac12(n_a+n_b).
\]

The mixed terms combine to \(+\tfrac14(n_an_b+n_bn_a)\), which completes \(\tfrac14(n_a+n_b)^2\). The result is \(\frac n2(\frac n2+1)\), so a site with \(n\) bosons has spin \(n/2\). Lean expands the products and collects terms in the same way.

```lean
/-- The squared spin of a site is `S² = n² / 4 + n / 2`, that is `(n/2)(n/2 + 1)`. -/
theorem spin_squared {c cd : ι × Bool → R} (h : CanonicalBosons c cd) (i : ι) :
    spinDot c cd i i
      = (1 / 4 : ℂ) • (number c cd i * number c cd i) + (1 / 2 : ℂ) • number c cd i := by
  have hne : ((i, true) : ι × Bool) ≠ (i, false) := by simp
  unfold spinDot spinPlus spinMinus
  rw [hop_back h hne, hop_back h hne.symm]
  simp only [spinZ, number, smul_mul_assoc, mul_smul_comm, add_mul, mul_add, sub_mul, mul_sub]
  module
```

## (d) The bond operator as a product

For distinct sites \(i\ne j\), show that

\[
\frac{n_in_j}{4}-\mathbf S_i\cdot\mathbf S_j=\frac12A^\dagger A .
\]

**Solution.** Expand \(A^\dagger A=(b_j^\dagger a_i^\dagger-a_j^\dagger b_i^\dagger)(a_ib_j-b_ia_j)\) and move the operators of site \(i\) to the left:

\[
A^\dagger A=a_i^\dagger a_i\,b_j^\dagger b_j+b_i^\dagger b_i\,a_j^\dagger a_j-S_i^+S_j^--S_i^-S_j^+ .
\]

On the other side,

\[
\tfrac14n_in_j-S^z_iS^z_j=\tfrac12\left(a_i^\dagger a_i\,b_j^\dagger b_j+b_i^\dagger b_i\,a_j^\dagger a_j\right).
\]

Subtracting \(\tfrac12(S_i^+S_j^-+S_i^-S_j^+)\) gives the claim. The local statement `move` carries a creator of site \(j\) past two operators of site \(i\), once for each of the four terms.

Forgetting the condition \(i\neq j\) gives a false formula. At \(i=j\) the operator \(A\) vanishes, but part (c) gives \(K_{ii}=-n_i/2\).

```lean
/-- On two distinct sites, `n_i n_j / 4 - S_i · S_j = A† A / 2`. -/
theorem ferroBond_eq {c cd : ι × Bool → R} (h : CanonicalBosons c cd) {i j : ι}
    (hij : i ≠ j) :
    ferroBond c cd i j = (1 / 2 : ℂ) • (pairCreate cd i j * pairOp c i j) := by
  -- a creator on site j moves past a creator and an annihilator on site i
  have move : ∀ (s t u : Bool) (v : R),
      cd (j, s) * cd (i, t) * (c (i, u) * v) = cd (i, t) * c (i, u) * (cd (j, s) * v) := by
    intro s t u v
    have h1 : c (i, u) * cd (j, s) = cd (j, s) * c (i, u) := by
      have := h.ccr (i, u) (j, s)
      rwa [if_neg (fun e => hij (congrArg Prod.fst e)), sub_eq_zero] at this
    calc cd (j, s) * cd (i, t) * (c (i, u) * v)
        = cd (i, t) * (cd (j, s) * c (i, u)) * v := by
          rw [h.cre (j, s) (i, t)]; simp only [mul_assoc]
      _ = _ := by rw [← h1]; simp only [mul_assoc]
  unfold pairCreate pairOp
  rw [sub_mul, mul_sub, mul_sub, move, move, move, move]
  simp only [ferroBond, spinDot, spinPlus, spinMinus, spinZ, number, smul_mul_assoc,
    mul_smul_comm, add_mul, mul_add, sub_mul, mul_sub]
  module

end Algebra
```

## (e) Fixed spins on the two sites

Let the operators act on a complex vector space, and let \(n_ix=2s\,x\) and \(n_jx=2t\,x\), again with \(i\ne j\). Show that

\[
\mathbf S_i\cdot\mathbf S_j\,x=st\,x-\tfrac12A^\dagger Ax .
\]

**Solution.** Apply (d) to \(x\) and use \(n_in_jx=(2s)(2t)x=4st\,x\). In Lean the operators are now linear maps, `Module.End ℂ V`, and `hK` is identity (d) evaluated at \(x\). The numbers \(s,t\) may be any complex numbers for which the two occupation equations hold.

```lean
section States

variable {ι V : Type*} [DecidableEq ι]

/-- On a state with `2s` bosons on site `i` and `2t` on site `j`,
`S_i · S_j` acts as `s t - A† A / 2`. -/
theorem spinDot_apply [AddCommGroup V] [Module ℂ V] {c cd : ι × Bool → Module.End ℂ V}
    (h : CanonicalBosons c cd) {i j : ι} (hij : i ≠ j) {s t : ℂ} {x : V}
    (hi : number c cd i x = (2 * s) • x) (hj : number c cd j x = (2 * t) • x) :
    spinDot c cd i j x
      = (s * t) • x - (1 / 2 : ℂ) • pairCreate cd i j (pairOp c i j x) := by
  have hK := congrArg (fun T : Module.End ℂ V => T x) (ferroBond_eq h hij)
  simp only [ferroBond, LinearMap.sub_apply, LinearMap.smul_apply, Module.End.mul_apply,
    hj, map_smul, hi] at hK
  linear_combination (norm := module) -hK
```

## (f) The aligned state

Suppose in addition that \(b_ix=b_jx=0\), so that only \(a\) bosons occupy the bond. Show that

\[
\mathbf S_i\cdot\mathbf S_j\,x=st\,x .
\]

**Solution.** Here \(Ax=a_i(b_jx)-a_j(b_ix)=0\), because annihilators commute. Part (e) then leaves only \(st\,x\). For \(x\neq0\) this is an eigenvector. The code proves `hA` first and substitutes it.

```lean
/-- If `x` has no `b` bosons on two distinct sites, and `2s` and `2t` bosons there, then `S_i · S_j
x = s t x`. -/
theorem spinDot_polarised [AddCommGroup V] [Module ℂ V] {c cd : ι × Bool → Module.End ℂ V}
    (h : CanonicalBosons c cd) {i j : ι} (hij : i ≠ j) {s t : ℂ} {x : V}
    (hi : number c cd i x = (2 * s) • x) (hj : number c cd j x = (2 * t) • x)
    (bi : c (i, false) x = 0) (bj : c (j, false) x = 0) :
    spinDot c cd i j x = (s * t) • x := by
  have hA : pairOp c i j x = 0 := by
    unfold pairOp
    rw [h.ann (i, false) (j, true)]
    simp only [LinearMap.sub_apply, Module.End.mul_apply, bi, bj, map_zero, sub_zero]
  rw [spinDot_apply h hij hi hj, hA, map_zero, smul_zero, sub_zero]
```

## (g) The pair term as a squared norm

Now let \(V\) have an inner product with \(\langle c_px,y\rangle=\langle x,c_p^\dagger y\rangle\) for all vectors. Show that

\[
\langle x,A^\dagger Ax\rangle=\|Ax\|^2 .
\]

**Solution.** Moving creators across one at a time gives \(\langle x,b_j^\dagger a_i^\dagger y\rangle=\langle a_ib_jx,y\rangle\), and likewise for the second term. Hence \(\langle x,A^\dagger y\rangle=\langle Ax,y\rangle\), which is `h1`; set \(y=Ax\).

The adjoint relation is the hypothesis `hadj`. The space need not be complete, so it can consist of states with finitely many bosons, where the unbounded operators are defined everywhere.

```lean
variable [NormedAddCommGroup V] [InnerProductSpace ℂ V]

omit [DecidableEq ι] in
/-- If creators are adjoint to annihilators, then `⟨x, A† A x⟩ = ‖A x‖²`. -/
theorem inner_pair {c cd : ι × Bool → Module.End ℂ V}
    (hadj : ∀ p x y, inner ℂ (c p x) y = inner ℂ x (cd p y)) (i j : ι) (x : V) :
    inner ℂ x (pairCreate cd i j (pairOp c i j x)) = ((‖pairOp c i j x‖ ^ 2 : ℝ) : ℂ) := by
  have h1 : ∀ y, inner ℂ x (pairCreate cd i j y) = inner ℂ (pairOp c i j x) y := by
    intro y
    simp only [pairCreate, pairOp, LinearMap.sub_apply, Module.End.mul_apply,
      inner_sub_left, inner_sub_right, hadj]
  rw [h1]
  simp [inner_self_eq_norm_sq_to_K]
```

## (h) Positivity in every state

For \(i\ne j\) and any \(x\), whether or not its boson numbers are fixed, show that

\[
\langle x,K_{ij}x\rangle=\tfrac12\|Ax\|^2\ge0 .
\]

**Solution.** Combine (d) and (g). For \(x\ne0\), the normalised expectation value is \(\|Ax\|^2/(2\|x\|^2)\). Lean proves the equality in the complex numbers, then states the inequality for the real part.

```lean
/-- For two distinct sites, creators adjoint to annihilators and any vector `x`, `⟨x, (n_i n_j / 4 -
S_i · S_j) x⟩ = ‖A x‖² / 2`, and its real part is nonnegative. -/
theorem ferroBond_nonneg {c cd : ι × Bool → Module.End ℂ V} (h : CanonicalBosons c cd)
    (hadj : ∀ p x y, inner ℂ (c p x) y = inner ℂ x (cd p y)) {i j : ι} (hij : i ≠ j) (x : V) :
    inner ℂ x (ferroBond c cd i j x) = ((‖pairOp c i j x‖ ^ 2 / 2 : ℝ) : ℂ) ∧
      0 ≤ (inner ℂ x (ferroBond c cd i j x)).re := by
  have hE : inner ℂ x (ferroBond c cd i j x) = ((‖pairOp c i j x‖ ^ 2 / 2 : ℝ) : ℂ) := by
    rw [ferroBond_eq h hij, LinearMap.smul_apply, Module.End.mul_apply, inner_smul_right,
      inner_pair hadj]
    push_cast
    ring
  refine ⟨hE, ?_⟩
  rw [hE, Complex.ofReal_re]
  positivity
```

## (i) The bound and its equality case

For \(i\neq j\), real \(s,t\) and the occupation equations of (e), show that

\[
\operatorname{Re}\langle x,\mathbf S_i\cdot\mathbf S_j\,x\rangle\le st\,\|x\|^2,
\]

with equality exactly when \(Ax=0\).

**Solution.** Parts (e) and (g) give

\[
\langle x,\mathbf S_i\cdot\mathbf S_j\,x\rangle=st\,\|x\|^2-\tfrac12\|Ax\|^2 ,
\]

which is `hE`. The last term is never positive, and it vanishes only when \(Ax=0\). The aligned state of (f) attains the bound, so the room suggested by the spin lengths is not available.

Take two spins \(\tfrac12\), with one boson per site and vacuum \(|0\rangle\). The normalised singlet \((a_i^\dagger b_j^\dagger-b_i^\dagger a_j^\dagger)|0\rangle/\sqrt2\) is sent by \(A\) to \(\sqrt2\,|0\rangle\), so \(\langle\mathbf S_i\cdot\mathbf S_j\rangle=\tfrac14-1=-\tfrac34\). The triplets are annihilated by \(A\) and give \(\tfrac14\).

For a finite cluster of fixed spins whose whole energy is a sum of terms \(-J_{ij}\,\mathbf S_i\cdot\mathbf S_j\) with \(J_{ij}\ge0\), adding such bounds over the bonds gives the energy of the aligned state as the ground-state energy, a reference value for exact diagonalisation.

```lean
/-- If creators are adjoint to annihilators and `x` has `2s` and `2t` bosons on two distinct sites,
then `Re ⟨x, S_i · S_j x⟩ ≤ s t ‖x‖²`, with equality exactly when `A x = 0`. -/
theorem spinDot_le {c cd : ι × Bool → Module.End ℂ V} (h : CanonicalBosons c cd)
    (hadj : ∀ p x y, inner ℂ (c p x) y = inner ℂ x (cd p y)) {i j : ι} (hij : i ≠ j)
    {s t : ℝ} {x : V} (hi : number c cd i x = (2 * s : ℂ) • x)
    (hj : number c cd j x = (2 * t : ℂ) • x) :
    (inner ℂ x (spinDot c cd i j x)).re ≤ s * t * ‖x‖ ^ 2 ∧
      ((inner ℂ x (spinDot c cd i j x)).re = s * t * ‖x‖ ^ 2 ↔ pairOp c i j x = 0) := by
  have hx : inner ℂ x x = ((‖x‖ ^ 2 : ℝ) : ℂ) := by simp [inner_self_eq_norm_sq_to_K]
  have hE : inner ℂ x (spinDot c cd i j x)
      = ((s * t * ‖x‖ ^ 2 - ‖pairOp c i j x‖ ^ 2 / 2 : ℝ) : ℂ) := by
    rw [spinDot_apply h hij hi hj, inner_sub_right, inner_smul_right, inner_smul_right,
      inner_pair hadj, hx]
    push_cast
    ring
  rw [hE, Complex.ofReal_re]
  refine ⟨by linarith [sq_nonneg ‖pairOp c i j x‖], fun e => ?_, fun e => ?_⟩
  · have h0 : ‖pairOp c i j x‖ ^ 2 = 0 := by linarith
    exact norm_eq_zero.mp (pow_eq_zero_iff two_ne_zero |>.mp h0)
  · rw [e]; simp

end States
```

## (j) A concrete set of bosons

On complex polynomials with one variable \(X_p\) per mode, show that \(c_p=\partial/\partial X_p\) and \(c_p^\dagger=X_p\,\cdot\) satisfy the canonical relations, in particular

\[
\frac{\partial}{\partial X_p}(X_qf)-X_q\frac{\partial f}{\partial X_p}=\delta_{pq}f .
\]

**Solution.** This is the product rule. Multiplications commute, and so do partial derivatives. For the latter, Lean observes that the commutator of two derivatives is itself a derivation and vanishes on every variable, hence on every polynomial.

The example realises the commutation relations alone; the inner product and `hadj` remain assumptions of (g)–(i).

```lean
/-- Derivatives and multiplications by the variables, acting on complex polynomials with
one variable per mode, satisfy the canonical commutation relations. -/
theorem canonicalBosons_witness {σ : Type*} [DecidableEq σ] :
    CanonicalBosons (R := Module.End ℂ (MvPolynomial σ ℂ))
      (fun p => (pderiv p).toLinearMap) (fun p => LinearMap.mulLeft ℂ (X p)) := by
  refine ⟨fun p q => LinearMap.ext fun f => ?_, fun p q => LinearMap.ext fun f => ?_,
    fun p q => LinearMap.ext fun f => ?_⟩
  · -- the commutator of two derivatives is a derivation that kills every variable
    have h0 : ⁅(pderiv p : Derivation ℂ (MvPolynomial σ ℂ) (MvPolynomial σ ℂ)),
        (pderiv q : Derivation ℂ (MvPolynomial σ ℂ) (MvPolynomial σ ℂ))⁆ = 0 := by
      refine MvPolynomial.derivation_ext fun k => ?_
      rw [Derivation.commutator_apply, pderiv_X, pderiv_X, Pi.single_apply, Pi.single_apply]
      split_ifs <;> simp
    have h1 : pderiv p (pderiv q f) - pderiv q (pderiv p f) = 0 := by
      rw [← Derivation.commutator_apply, h0]; rfl
    exact sub_eq_zero.mp h1
  · change X p * (X q * f) = X q * (X p * f)
    ring
  · by_cases hpq : p = q
    · subst hpq
      rw [if_pos rfl]
      change pderiv p (X p * f) - X p * pderiv p f = f
      rw [Derivation.leibniz, pderiv_X_self]
      simp only [smul_eq_mul]
      ring
    · rw [if_neg hpq]
      change pderiv p (X q * f) - X q * pderiv p f = 0
      rw [Derivation.leibniz, pderiv_X_of_ne (Ne.symm hpq)]
      simp only [smul_eq_mul]
      ring

end

end SchwingerFerromagneticBond
```

```lean
#print axioms SchwingerFerromagneticBond.spin_squared
#print axioms SchwingerFerromagneticBond.spinDot_polarised
#print axioms SchwingerFerromagneticBond.ferroBond_nonneg
#print axioms SchwingerFerromagneticBond.spinDot_le
```

```
'SchwingerFerromagneticBond.spin_squared' depends on axioms: [propext, Classical.choice, Quot.sound]
'SchwingerFerromagneticBond.spinDot_polarised' depends on axioms: [propext, Classical.choice, Quot.sound]
'SchwingerFerromagneticBond.ferroBond_nonneg' depends on axioms: [propext, Classical.choice, Quot.sound]
'SchwingerFerromagneticBond.spinDot_le' depends on axioms: [propext, Classical.choice, Quot.sound]
```
